# For fermionic Bogoliubov-de Gennes matrices on N orbitals, (-1)^N det(iω - H) is positive at every real ω ≠ 0

The free energy of a mean-field superconductor with Bogoliubov-de Gennes matrix $H$ contains a sum of $\ln\det(i\omega-H)$ over the fermionic Matsubara frequencies $\omega$, none of which is zero. Subtracting the same sum for $H=0$ makes it converge. A complex logarithm needs a choice of branch; a positive argument removes it. For a finite system with a quadratic Hamiltonian and $N$ orbitals, where spin up and spin down count separately, multiplying the determinant by $(-1)^N$ makes it positive, so the real logarithm can be used.

```lean
import Mathlib

open Matrix Complex ComplexConjugate Topology
open scoped ComplexOrder

namespace BdGDeterminantSign

noncomputable section

variable {n m : Type*} [Fintype n] [DecidableEq n] [Fintype m] [DecidableEq m]
```

## The matrix and its inverse Green's function

Let $c_i$ annihilate an electron in orbital $i$, where the label includes spin. The Hamiltonian is

$$\sum_{ij} h_{ij}c_i^\dagger c_j+\tfrac12\sum_{ij}\left(D_{ij}c_i^\dagger c_j^\dagger+\text{h.c.}\right),$$

with the chemical potential absorbed in $h$. The pairing matrix $D$ is often written $\Delta$. Since $c_i^\dagger c_j^\dagger=-c_j^\dagger c_i^\dagger$, only its antisymmetric part contributes, so we take $D^T=-D$. Up to a constant, the Hamiltonian is $\frac12\Psi^\dagger H\Psi$ with $\Psi=(c,c^\dagger)^T$ and

$$H=\begin{pmatrix}h&D\\-D^*&-h^*\end{pmatrix},$$

where the star conjugates each entry. In Lean, `n` is the finite set of orbitals, `Fintype.card n` is $N$, and `n ⊕ n` labels particles and holes. The reduction of interacting electrons to given matrices $h$ and $D$ is assumed.

```lean
/-- The Bogoliubov-de Gennes matrix with normal part `h` and pairing part `D`. -/
def bdg (h D : Matrix n n ℂ) : Matrix (n ⊕ n) (n ⊕ n) ℂ :=
  Matrix.fromBlocks h D (-(D.map conj)) (-(h.map conj))
```

The inverse Green's function is $G(\omega)=i\omega-H$, defined for a square matrix of any finite size and any real $\omega$.

```lean
/-- The inverse Green's function `iω - H` at the imaginary frequency `iω`. -/
def greenInv (H : Matrix m m ℂ) (ω : ℝ) : Matrix m m ℂ :=
  ((ω : ℂ) * I) • (1 : Matrix m m ℂ) - H
```

## No zero at nonzero frequency

Let $H$ be Hermitian and suppose $\det G(\omega)=0$. Then some $v\ne0$ satisfies $Hv=i\omega v$, and

$$i\omega\,v^\dagger v=v^\dagger Hv=(Hv)^\dagger v=-i\omega\,v^\dagger v.$$

Cancelling $v^\dagger v\neq0$ gives $\omega=0$. In the proof, `h3` is the middle equality, and comparing imaginary parts gives the contradiction.

```lean
/-- For a Hermitian `H` and a real frequency `ω ≠ 0`, the determinant of `iω - H`
does not vanish. -/
theorem det_greenInv_ne_zero {H : Matrix m m ℂ} (hH : H.IsHermitian) {ω : ℝ}
    (hω : ω ≠ 0) : (greenInv H ω).det ≠ 0 := by
  intro hdet
  obtain ⟨v, hv0, hv⟩ := Matrix.exists_mulVec_eq_zero_iff.mpr hdet
  -- a null vector would be an eigenvector of `H` with eigenvalue `iω`
  have h1 : H *ᵥ v = ((ω : ℂ) * I) • v := by
    rw [greenInv, Matrix.sub_mulVec, Matrix.smul_mulVec, Matrix.one_mulVec,
      sub_eq_zero] at hv
    exact hv.symm
  have h3 : star v ⬝ᵥ (H *ᵥ v) = star (H *ᵥ v) ⬝ᵥ v := by
    rw [Matrix.star_mulVec, hH.eq, Matrix.dotProduct_mulVec]
  rw [h1, star_smul, dotProduct_smul, smul_dotProduct, smul_eq_mul, smul_eq_mul] at h3
  have hs : star v ⬝ᵥ v ≠ 0 := fun h => hv0 (dotProduct_star_self_eq_zero.mp h)
  have h4 := congrArg Complex.im (mul_right_cancel₀ hs h3)
  simp at h4
  exact hω (by linarith)
```

## A real determinant

Let $P$ exchange the particle and hole blocks. Conjugation followed by this exchange gives $PH^*P=-H$ and turns $i\omega$ into $-i\omega$, so $PG^*P=-G$. Therefore

$$(\det G)^*=\det(PG^*P)=\det(-G)=(-1)^{2N}\det G=\det G.$$

This uses only the block form, with no condition on $h$ or $D$. The matrix identity is `key`, checked block by block; the `calc` chain is the display above.

```lean
/-- The determinant of `iω - H` is real for every matrix `H` of
Bogoliubov-de Gennes block form and every real `ω`. -/
theorem det_greenInv_real (h D : Matrix n n ℂ) (ω : ℝ) :
    (((greenInv (bdg h D) ω).det.re : ℝ) : ℂ) = (greenInv (bdg h D) ω).det := by
  -- conjugation followed by particle-hole exchange reverses the sign
  have key : ((greenInv (bdg h D) ω).map conj).submatrix
      (Equiv.sumComm n n) (Equiv.sumComm n n) = -greenInv (bdg h D) ω := by
    ext i j
    rcases i with i | i <;> rcases j with j | j <;> by_cases hij : i = j <;>
      simp [greenInv, bdg, hij] <;> ring
  apply Complex.conj_eq_iff_re.mp
  calc conj (greenInv (bdg h D) ω).det
      = ((greenInv (bdg h D) ω).map conj).det := by rw [RingHom.map_det]; rfl
    _ = (((greenInv (bdg h D) ω).map conj).submatrix
          (Equiv.sumComm n n) (Equiv.sumComm n n)).det :=
        (Matrix.det_submatrix_equiv_self _ _).symm
    _ = (-greenInv (bdg h D) ω).det := by rw [key]
    _ = (greenInv (bdg h D) ω).det := by
        rw [Matrix.det_neg, Fintype.card_sum, ← two_mul, pow_mul]
        simp
```

## Switching on the Hamiltonian

If $h^\dagger=h$ and $D^T=-D$, then $D^\dagger=-D^*$ and $H$ is Hermitian. Fix $\omega\ne0$ and set

$$f(s)=(-1)^N\operatorname{Re}\det(i\omega-sH),\qquad 0\le s\le1.$$

The matrix $sH$ is Hermitian and has the same block form, with $sh$ and $sD$ (`hscale`). Thus $\det(i\omega-sH)$ is real and nonzero, so $f$ never vanishes (`hne`). At the start,

$$f(0)=(-1)^N(i\omega)^{2N}=(\omega^2)^N>0.$$

As $f$ is continuous, the intermediate value theorem excludes $f(1)\le0$. The conclusion `0 < ...` is an inequality in the order on $\mathbb C$, where it means real and strictly positive.

```lean
/-- For `h` Hermitian, `D` antisymmetric and real `ω ≠ 0`, the number
`(-1)^N det(iω - H)` is real and strictly positive, `N` being the number of orbitals. -/
theorem det_greenInv_pos {h D : Matrix n n ℂ} (hh : h.IsHermitian) (hD : Dᵀ = -D)
    {ω : ℝ} (hω : ω ≠ 0) :
    0 < (-1 : ℂ) ^ Fintype.card n * (greenInv (bdg h D) ω).det := by
  have e1 : ∀ i j, conj (h j i) = h i j := fun i j => hh.apply i j
  have e2 : ∀ i j, D j i = -D i j := fun i j => by
    simpa using congrFun (congrFun hD i) j
  have hH : (bdg h D).IsHermitian := by
    show (bdg h D)ᴴ = bdg h D
    ext i j
    rw [Matrix.conjTranspose_apply]
    rcases i with i | i <;> rcases j with j | j
    · simpa [bdg] using e1 i j
    · simp [bdg, e2 i j]
    · simp [bdg, e2 i j]
    · simp [bdg, e1 j i]
  have hscale : ∀ s : ℝ, (s : ℂ) • bdg h D = bdg ((s : ℂ) • h) ((s : ℂ) • D) := by
    intro s
    ext i j
    rcases i with i | i <;> rcases j with j | j <;> simp [bdg]
  -- switch the Hamiltonian on gradually, from `0` to `H`
  let f : ℝ → ℝ := fun s =>
    (-1 : ℝ) ^ Fintype.card n * (greenInv ((s : ℂ) • bdg h D) ω).det.re
  have hcont : Continuous f := by
    have hM : Continuous fun s : ℝ => greenInv ((s : ℂ) • bdg h D) ω :=
      continuous_const.sub (Complex.continuous_ofReal.smul continuous_const)
    exact continuous_const.mul (Complex.continuous_re.comp hM.matrix_det)
  have hne : ∀ s, f s ≠ 0 := by
    intro s
    have hs : ((s : ℂ) • bdg h D).IsHermitian := by
      show ((s : ℂ) • bdg h D)ᴴ = (s : ℂ) • bdg h D
      rw [Matrix.conjTranspose_smul, hH.eq]
      simp
    refine mul_ne_zero (pow_ne_zero _ (by norm_num)) fun h0 => ?_
    apply det_greenInv_ne_zero hs hω
    rw [hscale s] at h0 ⊢
    rw [← det_greenInv_real, h0, Complex.ofReal_zero]
  have hf0 : 0 < f 0 := by
    have hsq : ((ω : ℂ) * I) ^ 2 = ((-ω ^ 2 : ℝ) : ℂ) := by
      rw [mul_pow, Complex.I_sq]
      simp
    have h0 : (greenInv (((0 : ℝ) : ℂ) • bdg h D) ω).det
        = (((-ω ^ 2) ^ Fintype.card n : ℝ) : ℂ) := by
      rw [greenInv, Complex.ofReal_zero, zero_smul, sub_zero, Matrix.det_smul,
        Matrix.det_one, mul_one, Fintype.card_sum, ← two_mul, pow_mul, hsq,
        Complex.ofReal_pow]
    show 0 < (-1 : ℝ) ^ Fintype.card n * (greenInv (((0 : ℝ) : ℂ) • bdg h D) ω).det.re
    rw [h0, Complex.ofReal_re, ← mul_pow]
    have hpos : 0 < ω ^ 2 := by positivity
    exact pow_pos (by linarith) _
  -- a sign change would force a zero on the way
  have hf1 : 0 < f 1 := by
    by_contra hle
    obtain ⟨s, _, hs⟩ := intermediate_value_Icc' (zero_le_one' ℝ) hcont.continuousOn
      ⟨not_lt.mp hle, hf0.le⟩
    exact hne s hs
  have hf1' : 0 < (-1 : ℝ) ^ Fintype.card n * (greenInv (bdg h D) ω).det.re := by
    simpa [f] using hf1
  rw [← det_greenInv_real]
  have hc := Complex.zero_lt_real.mpr hf1'
  simpa only [Complex.ofReal_mul, Complex.ofReal_pow, Complex.ofReal_neg,
    Complex.ofReal_one] using hc
```

## The limit of zero frequency

In even dimension $\det G(0)=\det(-H)=\det H$ (`hzero`). The function $g(\omega)=(-1)^N\operatorname{Re}\det G(\omega)$ is continuous and positive for $\omega\ne0$, so its value at zero satisfies

$$(-1)^N\det H=\lim_{\omega\to0}g(\omega)\ge0.$$

Equality holds exactly when $H$ has a zero mode. The limit is taken through nonzero frequencies, and `ge_of_tendsto` preserves the weak inequality.

```lean
/-- For `h` Hermitian and `D` antisymmetric on `N` orbitals, `(-1)^N det H` is real
and nonnegative. -/
theorem bdg_det_nonneg {h D : Matrix n n ℂ} (hh : h.IsHermitian) (hD : Dᵀ = -D) :
    0 ≤ (-1 : ℂ) ^ Fintype.card n * (bdg h D).det := by
  have hzero : (greenInv (bdg h D) 0).det = (bdg h D).det := by
    rw [greenInv, Complex.ofReal_zero, zero_mul, zero_smul, zero_sub, Matrix.det_neg,
      Fintype.card_sum, ← two_mul, pow_mul]
    simp
  let g : ℝ → ℝ := fun ω =>
    (-1 : ℝ) ^ Fintype.card n * (greenInv (bdg h D) ω).det.re
  have hcont : Continuous g := by
    have hM : Continuous fun ω : ℝ => greenInv (bdg h D) ω :=
      ((Complex.continuous_ofReal.mul continuous_const).smul continuous_const).sub
        continuous_const
    exact continuous_const.mul (Complex.continuous_re.comp hM.matrix_det)
  have hcast : ∀ ω, ((g ω : ℝ) : ℂ)
      = (-1 : ℂ) ^ Fintype.card n * (greenInv (bdg h D) ω).det := by
    intro ω
    rw [← det_greenInv_real]
    simp [g]
  -- positivity at nonzero frequency survives the limit of zero frequency
  have hlim : Filter.Tendsto g (𝓝[≠] 0) (𝓝 (g 0)) :=
    hcont.continuousAt.tendsto.mono_left nhdsWithin_le_nhds
  have hg : 0 ≤ g 0 := by
    refine ge_of_tendsto hlim ?_
    filter_upwards [self_mem_nhdsWithin] with ω hω
    have hp := det_greenInv_pos hh hD hω
    rw [← hcast] at hp
    exact (Complex.zero_lt_real.mp hp).le
  rw [← hzero, ← hcast]
  exact Complex.zero_le_real.mpr hg
```

For a numerical instance, take $N=2$, $h=\mathbb 1$ and $D=\begin{pmatrix}0&2\\-2&0\end{pmatrix}$. Since $D^2=-4\,\mathbb 1$, we get $H^2=5\,\mathbb 1$. The trace of $H$ vanishes, so its eigenvalues are $\pm\sqrt5$, each twice, and

$$\det(i\omega-H)=(i\omega-\sqrt5)^2(i\omega+\sqrt5)^2=(\omega^2+5)^2.$$

This is $36$ at $\omega=1$ and $25=\det H$ at $\omega=0$.

## Comparing two gapped matrices

Let $H$ and $H'$ be two such matrices on the same orbitals with nonzero determinants. Then $(-1)^N\det H$ and $(-1)^N\det H'$ are both strictly positive. Their product is $\det H\,\det H'$, because $(-1)^{2N}=1$, so

$$\det H\,\det H'>0.$$

The sign of the determinant therefore cannot distinguish two gapped phases of this finite quadratic model.

```lean
/-- Two Bogoliubov-de Gennes matrices on the same orbitals, with Hermitian normal parts,
antisymmetric pairings and nonzero determinants, have determinants whose product is real and
strictly positive. -/
theorem bdg_det_same_sign {h D h' D' : Matrix n n ℂ}
    (hh : h.IsHermitian) (hD : Dᵀ = -D) (hh' : h'.IsHermitian) (hD' : D'ᵀ = -D')
    (hdet : (bdg h D).det ≠ 0) (hdet' : (bdg h' D').det ≠ 0) :
    0 < (bdg h D).det * (bdg h' D').det := by
  have hs : (-1 : ℂ) ^ Fintype.card n ≠ 0 := pow_ne_zero _ (by norm_num)
  have p := lt_of_le_of_ne (bdg_det_nonneg hh hD) (mul_ne_zero hs hdet).symm
  have p' := lt_of_le_of_ne (bdg_det_nonneg hh' hD') (mul_ne_zero hs hdet').symm
  have hsq : (-1 : ℂ) ^ Fintype.card n * (-1 : ℂ) ^ Fintype.card n = 1 := by
    rw [← mul_pow]
    simp
  have e : (bdg h D).det * (bdg h' D').det
      = ((-1 : ℂ) ^ Fintype.card n * (bdg h D).det)
        * ((-1 : ℂ) ^ Fintype.card n * (bdg h' D').det) := by
    linear_combination (-((bdg h D).det * (bdg h' D').det)) * hsq
  rw [e]
  exact mul_pos p p'
```

## A symmetric pairing with the wrong sign

For $N=1$, antisymmetry forces $D=0$. With $h=1$ this gives $(-1)^1\det H=1$. Putting $D=2$ instead gives

$$-\det\begin{pmatrix}1&2\\-2&-1\end{pmatrix}=-3.$$

Hermiticity of $h$ alone is thus not enough for the sign rule. This matrix is not Hermitian and describes no physical pairing, since $c^\dagger c^\dagger=0$ for a single orbital.

```lean
/-- One orbital with `h = 1` and the symmetric pairing `D = 2` gives `(-1)^N det H = -3`, where `H`
is the matrix `bdg h D`. -/
theorem symmetric_pairing_counterexample :
    (-1 : ℂ) ^ Fintype.card (Fin 1) *
      (bdg (1 : Matrix (Fin 1) (Fin 1) ℂ) !![2]).det = -3 := by
  have h2 : conj (2 : ℂ) = 2 := Complex.conj_eq_iff_im.mpr (by simp)
  rw [bdg, Matrix.det_fromBlocks_one₁₁, Matrix.det_fin_one]
  norm_num [Matrix.mul_apply]
  rw [h2]
  norm_num

end

end BdGDeterminantSign
```

```lean
#print axioms BdGDeterminantSign.det_greenInv_real
#print axioms BdGDeterminantSign.bdg_det_same_sign
#print axioms BdGDeterminantSign.symmetric_pairing_counterexample
```

```
'BdGDeterminantSign.det_greenInv_real' depends on axioms: [propext, Classical.choice, Quot.sound]
'BdGDeterminantSign.bdg_det_same_sign' depends on axioms: [propext, Classical.choice, Quot.sound]
'BdGDeterminantSign.symmetric_pairing_counterexample' depends on axioms: [propext, Classical.choice, Quot.sound]
```
